# The sum of commuting angular momenta is an angular momentum, and its square is $\sum_i \mathbf J_i^2 + 2\sum_{i<j}\mathbf J_i\cdot\mathbf J_j$

## Triples, scalar products and the total

Let $A$ be a complex algebra with unit, for example the matrices acting on a finite-dimensional state space. A triple $\mathbf K=(K_0,K_1,K_2)$ of elements of $A$ has components labelled $0,1,2$ for $x,y,z$, and component labels are added modulo 3. With $\mathrm i$ the imaginary unit, $[X,Y]=XY-YX$ and $\hbar=1$, the triple is an angular momentum if

$$[K_a,K_{a+1}]=\mathrm i\,K_{a+2}\qquad\text{for } a=0,1,2 .$$

These are the three familiar relations; the remaining commutators follow by antisymmetry.

The scalar product of two triples keeps the order of its factors: $\mathbf K\cdot\mathbf L=\sum_a K_aL_a$. We write $\mathbf K^2$ for $\mathbf K\cdot\mathbf K$.

Now take finitely many triples $\mathbf J_i$, with components $J_{i,a}$. The italic $i$ and $j$ number the triples. The total $\mathbf J$ has components $J_a=\sum_i J_{i,a}$.

## What commuting triples give

Suppose that components of different triples commute: $[J_{i,a},J_{j,b}]=0$ for $i\neq j$ and all $a,b$. This is the situation of separate particles, or of the orbital and spin parts of one particle, where each triple acts on its own factor of a product space. Then:

- if every $\mathbf J_i$ is an angular momentum, so is $\mathbf J$;
- $\mathbf J^2=\sum_i\mathbf J_i^2+2\sum_{i<j}\mathbf J_i\cdot\mathbf J_j$;
- if every $\mathbf J_i$ is an angular momentum, each $\mathbf J_k^2$ commutes with all $J_a$ and with $\mathbf J^2$.

For finitely many mutually commuting spins, the second line expresses a Heisenberg exchange term with equal coupling for all pairs through $\mathbf J^2$ and the individual squares.

## The commutator of two total components

Expanding both sums gives

$$[J_a,J_b]=\sum_i\sum_j[J_{i,a},J_{j,b}]=\sum_i[J_{i,a},J_{i,b}],$$

because every term with $i\neq j$ vanishes. For $b=a+1$ each remaining commutator is $\mathrm i\,J_{i,a+2}$, so

$$[J_a,J_{a+1}]=\mathrm i\sum_iJ_{i,a+2}=\mathrm i\,J_{a+2}.$$

## The square and its pair terms

The square of the total is a double sum of scalar products:

$$\mathbf J^2=\sum_a\sum_i\sum_jJ_{i,a}J_{j,a}=\sum_i\sum_j\mathbf J_i\cdot\mathbf J_j .$$

The terms with $i=j$ give $\sum_i\mathbf J_i^2$. For $i\ne j$ the components commute, so $\mathbf J_i\cdot\mathbf J_j=\mathbf J_j\cdot\mathbf J_i$. The terms with $j<i$ therefore repeat those with $i<j$, which produces the factor 2. The angular momentum relations play no part here.

## Individual squares commute with the total

For one angular momentum $\mathbf K$, the product rule for commutators gives

$$[K_1^2,K_0]=K_1[K_1,K_0]+[K_1,K_0]K_1=-\mathrm i(K_1K_2+K_2K_1),$$

$$[K_2^2,K_0]=K_2[K_2,K_0]+[K_2,K_0]K_2=\mathrm i(K_2K_1+K_1K_2).$$

These cancel, and $[K_0^2,K_0]=0$, so $[\mathbf K^2,K_0]=0$. Cyclic relabelling gives the other two components.

In $[\mathbf J_k^2,J_a]=\sum_i[\mathbf J_k^2,J_{i,a}]$ the term $i=k$ vanishes by this result. The others vanish because $J_{i,a}$ commutes with every component of $\mathbf J_k$. Commuting with each $J_a$, the element $\mathbf J_k^2$ also commutes with $\sum_aJ_a^2=\mathbf J^2$. This is why, in the coupled scheme, the quantum numbers of the individual squares can be kept alongside those of the total.

## Two triples that need not commute

Let $\mathbf K$ and $\mathbf L$ be angular momenta with no assumption on their mutual commutators. Then

$$[K_a+L_a,K_{a+1}+L_{a+1}]-\mathrm i(K_{a+2}+L_{a+2})=[K_a,L_{a+1}]+[L_a,K_{a+1}].$$

The sum is an angular momentum exactly when the right side is zero for every $a$.

One spin one-half is enough to see a failure. Let $\mathbf S$ be half the Pauli matrices, and take $K_a=S_a$ and $L_a=S_{a+1}$, the same spin with its axes relabelled cyclically. Both are angular momenta, but

$$[K_a,L_{a+1}]+[L_a,K_{a+1}]=[S_a,S_{a+2}]+[S_{a+1},S_{a+1}]=-\mathrm i\,S_{a+1}\neq0,$$

so $\mathbf K+\mathbf L$ is not an angular momentum. The formula for the square fails too:

$$(\mathbf K+\mathbf L)^2-\left(\mathbf K^2+\mathbf L^2+2\,\mathbf K\cdot\mathbf L\right)=\mathbf L\cdot\mathbf K-\mathbf K\cdot\mathbf L=-\mathrm i(S_0+S_1+S_2)\neq0 .$$

## Singlet and triplet values for two spins one-half

Number the spins 0 and 1, so that $J_{0,a}=S_a\otimes1$ and $J_{1,a}=1\otimes S_a$. Since $S_a^2=\tfrac14$ for each $a$, both individual squares equal $\tfrac34$, and

$$\mathbf J^2=\tfrac32+2\,\mathbf J_0\cdot\mathbf J_1 .$$

On $|{\uparrow\uparrow}\rangle$ the $x$ and $y$ products give $\tfrac14|{\downarrow\downarrow}\rangle$ and $-\tfrac14|{\downarrow\downarrow}\rangle$, which cancel, and the $z$ product gives $\tfrac14|{\uparrow\uparrow}\rangle$. Hence $\mathbf J^2=\tfrac32+\tfrac12=2$, the triplet value $1(1+1)$.

On $|{\uparrow\downarrow}\rangle$ the three products add up to

$$\mathbf J_0\cdot\mathbf J_1|{\uparrow\downarrow}\rangle=\tfrac12|{\downarrow\uparrow}\rangle-\tfrac14|{\uparrow\downarrow}\rangle,$$

and the same holds with the arrows exchanged. The normalised singlet $(|{\uparrow\downarrow}\rangle-|{\downarrow\uparrow}\rangle)/\sqrt2$ is therefore an eigenvector of $\mathbf J_0\cdot\mathbf J_1$ with eigenvalue $-\tfrac34$, and $\mathbf J^2=\tfrac32-\tfrac32=0$.

## The same statements in Lean

A triple is a function `Fin 3 → A`, and arithmetic in `Fin 3` supplies the cyclic labels. `IsAngularMomentum` is the defining relation, `dot` the ordered scalar product and `total` the componentwise sum. A family of triples is `J : ι → Fin 3 → A` with `ι` a finite type, so `J i a` is $J_{i,a}$. The hypothesis `hc` says that components of different triples commute.

`total_isAngularMomentum`, `total_square` and `individual_square_commute` state the three results for commuting triples. Only `total_square` asks for a linear order on `ι`, which is needed to count each pair once. `add_isAngularMomentum_iff` is the criterion for two triples, called `J` and `K` there.

The three theorems for commuting triples take mutual commutation as a hypothesis. For two spins one-half, `twoSpins_witness` derives it from the product-space construction, where `⊗ₖ` is the Kronecker product.

The algebra need not be finite-dimensional, but its elements must be freely multipliable. Unbounded orbital operators fit, for example, when they are treated as linear maps on a common domain that they leave invariant. Hermiticity is not required, and the theorems make no statement about eigenvalues, multiplets or Clebsch–Gordan coefficients.

```lean
import Mathlib

open scoped Kronecker

namespace CoupledAngularMomenta

noncomputable section

variable {A : Type*} [Ring A] [Algebra ℂ A] {ι : Type*} [Fintype ι]

/-- The angular momentum relations `[J_a, J_{a+1}] = i J_{a+2}`, with the three
components labelled cyclically (units with `ħ = 1`). -/
def IsAngularMomentum (J : Fin 3 → A) : Prop :=
  ∀ a, J a * J (a + 1) - J (a + 1) * J a = Complex.I • J (a + 2)

/-- The scalar product `J · K` of two operator triples, in this order. -/
def dot {A : Type*} [Ring A] (J K : Fin 3 → A) : A := ∑ a, J a * K a

/-- The total of a finite family of operator triples, component by component. -/
def total {A : Type*} [Ring A] (J : ι → Fin 3 → A) : Fin 3 → A := fun a => ∑ i, J i a

omit [Algebra ℂ A] in
/-- If different triples commute, the commutator of two components of the total is the sum
of the commutators within each triple. -/
theorem total_commutator {J : ι → Fin 3 → A}
    (hc : ∀ i j, i ≠ j → ∀ a b, Commute (J i a) (J j b)) (a b : Fin 3) :
    total J a * total J b - total J b * total J a
      = ∑ i, (J i a * J i b - J i b * J i a) := by
  have e : ∑ i, ∑ j, J i b * J j a = ∑ i, ∑ j, J j b * J i a := Finset.sum_comm
  simp only [total, Finset.sum_mul_sum]
  rw [e, ← Finset.sum_sub_distrib]
  refine Finset.sum_congr rfl fun i _ => ?_
  rw [← Finset.sum_sub_distrib]
  -- only the term with equal indices survives
  exact Finset.sum_eq_single i
    (fun j _ hj => sub_eq_zero.2 (hc i j hj.symm a b).eq) (by simp)

/-- The sum of mutually commuting angular momenta obeys the angular momentum relations. -/
theorem total_isAngularMomentum {J : ι → Fin 3 → A} (hJ : ∀ i, IsAngularMomentum (J i))
    (hc : ∀ i j, i ≠ j → ∀ a b, Commute (J i a) (J j b)) :
    IsAngularMomentum (total J) := by
  intro a
  rw [total_commutator hc, Finset.sum_congr rfl fun i _ => hJ i a]
  simp only [total, Finset.smul_sum]

omit [Algebra ℂ A] in
/-- If different triples commute, the square of the total is the sum of the individual squares plus
twice the sum of the scalar products over all pairs: `J² = ∑ J_i² + 2 ∑_{i<j} J_i · J_j`. -/
theorem total_square [LinearOrder ι] {J : ι → Fin 3 → A}
    (hc : ∀ i j, i ≠ j → ∀ a b, Commute (J i a) (J j b)) :
    dot (total J) (total J)
      = ∑ i, dot (J i) (J i) + 2 * ∑ i, ∑ j with i < j, dot (J i) (J j) := by
  -- expand the square into a double sum
  have expand : dot (total J) (total J) = ∑ i, ∑ j, dot (J i) (J j) := by
    simp only [dot, total, Finset.sum_mul_sum]
    rw [Finset.sum_comm]
    exact Finset.sum_congr rfl fun i _ => Finset.sum_comm
  -- sort the terms into i = j, i < j and j < i
  have split : ∀ i j, dot (J i) (J j) = (if i = j then dot (J i) (J i) else 0)
      + (if i < j then dot (J i) (J j) else 0)
      + (if j < i then dot (J j) (J i) else 0) := by
    intro i j
    rcases lt_trichotomy i j with h | h | h
    · simp [h, h.ne, lt_asymm h]
    · subst h
      simp
    · have e : dot (J i) (J j) = dot (J j) (J i) :=
        Finset.sum_congr rfl fun a _ => (hc i j h.ne' a a).eq
      simp [h, h.ne', lt_asymm h, e]
  have diag : ∑ i, ∑ j, (if i = j then dot (J i) (J i) else 0)
      = ∑ i, dot (J i) (J i) := by simp
  have swap : ∑ i, ∑ j, (if j < i then dot (J j) (J i) else 0)
      = ∑ i, ∑ j, (if i < j then dot (J i) (J j) else 0) := Finset.sum_comm
  rw [expand, Finset.sum_congr rfl fun i _ => Finset.sum_congr rfl fun j _ => split i j]
  simp only [Finset.sum_add_distrib, Finset.sum_filter]
  rw [diag, swap, two_mul, add_assoc]

/-- The square of an angular momentum commutes with each of its components. -/
theorem square_commute {J : Fin 3 → A} (hJ : IsAngularMomentum J) (b : Fin 3) :
    Commute (dot J J) (J b) := by
  have key : ∀ x y z : A, x * y - y * x = Complex.I • z → z * x - x * z = Complex.I • y →
      Commute (x * x + y * y + z * z) x := by
    intro x y z h1 h2
    have e : (x * x + y * y + z * z) * x - x * (x * x + y * y + z * z)
        = -(y * (x * y - y * x) + (x * y - y * x) * y)
          + (z * (z * x - x * z) + (z * x - x * z) * z) := by noncomm_ring
    refine sub_eq_zero.1 (e.trans ?_)
    rw [h1, h2]
    simp only [mul_smul_comm, smul_mul_assoc]
    abel
  have h0 : J 0 * J 1 - J 1 * J 0 = Complex.I • J 2 := hJ 0
  have h1 : J 1 * J 2 - J 2 * J 1 = Complex.I • J 0 := hJ 1
  have h2 : J 2 * J 0 - J 0 * J 2 = Complex.I • J 1 := hJ 2
  have e : dot J J = J 0 * J 0 + J 1 * J 1 + J 2 * J 2 := Fin.sum_univ_three _
  have e1 : dot J J = J 1 * J 1 + J 2 * J 2 + J 0 * J 0 := by rw [e]; abel
  have e2 : dot J J = J 2 * J 2 + J 0 * J 0 + J 1 * J 1 := by rw [e]; abel
  have c0 : Commute (dot J J) (J 0) := by rw [e]; exact key _ _ _ h0 h2
  have c1 : Commute (dot J J) (J 1) := by rw [e1]; exact key _ _ _ h1 h0
  have c2 : Commute (dot J J) (J 2) := by rw [e2]; exact key _ _ _ h2 h1
  fin_cases b
  · exact c0
  · exact c1
  · exact c2

/-- For mutually commuting angular momenta, each individual square `J_k²` commutes with every
component of the total angular momentum and with its square. -/
theorem individual_square_commute {J : ι → Fin 3 → A} (hJ : ∀ i, IsAngularMomentum (J i))
    (hc : ∀ i j, i ≠ j → ∀ a b, Commute (J i a) (J j b)) (k : ι) :
    (∀ a, Commute (dot (J k) (J k)) (total J a)) ∧
      Commute (dot (J k) (J k)) (dot (total J) (total J)) := by
  have h : ∀ a, Commute (dot (J k) (J k)) (total J a) := by
    intro a
    refine Commute.sum_right _ _ _ fun i _ => ?_
    by_cases hik : k = i
    · subst hik
      exact square_commute (hJ k) a
    · exact Commute.sum_left _ _ _ fun b _ => (hc k i hik b a).mul_left (hc k i hik b a)
  exact ⟨h, Commute.sum_right _ _ _ fun a _ => (h a).mul_right (h a)⟩

/-- For two angular momenta not assumed to commute, the sum is an angular momentum exactly
when the mixed commutators cancel: `[J_a, K_{a+1}] + [K_a, J_{a+1}] = 0`. -/
theorem add_isAngularMomentum_iff {J K : Fin 3 → A}
    (hJ : IsAngularMomentum J) (hK : IsAngularMomentum K) :
    IsAngularMomentum (J + K) ↔
      ∀ a, (J a * K (a + 1) - K (a + 1) * J a)
        + (K a * J (a + 1) - J (a + 1) * K a) = 0 := by
  unfold IsAngularMomentum
  refine forall_congr' fun a => ?_
  have e : (J + K) a * (J + K) (a + 1) - (J + K) (a + 1) * (J + K) a
      - Complex.I • (J + K) (a + 2)
      = (J a * K (a + 1) - K (a + 1) * J a) + (K a * J (a + 1) - J (a + 1) * K a) := by
    simp only [Pi.add_apply, smul_add]
    rw [← hJ a, ← hK a]
    noncomm_ring
  rw [← e, sub_eq_zero]

/-- The spin one-half matrices, half the Pauli matrices. -/
def spinHalf : Fin 3 → Matrix (Fin 2) (Fin 2) ℂ :=
  ![!![0, 1 / 2; 1 / 2, 0], !![0, -Complex.I / 2; Complex.I / 2, 0], !![1 / 2, 0; 0, -1 / 2]]

/-- Two spins one-half, each acting on its own factor of the product space. -/
def twoSpins : Fin 2 → Fin 3 → Matrix (Fin 2 × Fin 2) (Fin 2 × Fin 2) ℂ :=
  ![fun a => spinHalf a ⊗ₖ 1, fun a => 1 ⊗ₖ spinHalf a]

/-- The spin one-half matrices obey the angular momentum relations. -/
theorem spinHalf_isAngularMomentum : IsAngularMomentum spinHalf := by
  have h0 : spinHalf 0 * spinHalf 1 - spinHalf 1 * spinHalf 0 = Complex.I • spinHalf 2 := by
    ext i j
    fin_cases i <;> fin_cases j <;> simp [spinHalf] <;>
      ring
  have h1 : spinHalf 1 * spinHalf 2 - spinHalf 2 * spinHalf 1 = Complex.I • spinHalf 0 := by
    ext i j
    fin_cases i <;> fin_cases j <;> simp [spinHalf] <;>
      ring
  have h2 : spinHalf 2 * spinHalf 0 - spinHalf 0 * spinHalf 2 = Complex.I • spinHalf 1 := by
    ext i j
    fin_cases i <;> fin_cases j <;> simp [spinHalf] <;>
      (try ring_nf) <;> (try simp [Complex.I_sq]) <;> (try norm_num)
  intro a
  fin_cases a
  · exact h0
  · exact h1
  · exact h2

/-- The two spins one-half on the product space are angular momenta, and they commute with
each other. -/
theorem twoSpins_witness : (∀ i, IsAngularMomentum (twoSpins i)) ∧
    ∀ i j, i ≠ j → ∀ a b, Commute (twoSpins i a) (twoSpins j b) := by
  have hc : ∀ a b, Commute (twoSpins 0 a) (twoSpins 1 b) := by
    intro a b
    change (spinHalf a ⊗ₖ 1) * (1 ⊗ₖ spinHalf b) = (1 ⊗ₖ spinHalf b) * (spinHalf a ⊗ₖ 1)
    simp only [← Matrix.mul_kronecker_mul, one_mul, mul_one]
  refine ⟨fun i a => ?_, fun i j hij a b => ?_⟩
  · have h := sub_eq_iff_eq_add.1 (spinHalf_isAngularMomentum a)
    fin_cases i
    · change (spinHalf a ⊗ₖ 1) * (spinHalf (a + 1) ⊗ₖ 1)
        - (spinHalf (a + 1) ⊗ₖ 1) * (spinHalf a ⊗ₖ 1) = Complex.I • (spinHalf (a + 2) ⊗ₖ 1)
      rw [← Matrix.mul_kronecker_mul, ← Matrix.mul_kronecker_mul, h, mul_one,
        Matrix.add_kronecker, Matrix.smul_kronecker, add_sub_cancel_right]
    · change (1 ⊗ₖ spinHalf a) * (1 ⊗ₖ spinHalf (a + 1))
        - (1 ⊗ₖ spinHalf (a + 1)) * (1 ⊗ₖ spinHalf a) = Complex.I • (1 ⊗ₖ spinHalf (a + 2))
      rw [← Matrix.mul_kronecker_mul, ← Matrix.mul_kronecker_mul, h, mul_one,
        Matrix.kronecker_add, Matrix.kronecker_smul, add_sub_cancel_right]
  · fin_cases i <;> fin_cases j
    · exact absurd rfl hij
    · exact hc a b
    · exact (hc b a).symm
    · exact absurd rfl hij

end

end CoupledAngularMomenta
```

```lean
#print axioms CoupledAngularMomenta.total_isAngularMomentum
#print axioms CoupledAngularMomenta.total_square
#print axioms CoupledAngularMomenta.individual_square_commute
#print axioms CoupledAngularMomenta.add_isAngularMomentum_iff
```

```
'CoupledAngularMomenta.total_isAngularMomentum' depends on axioms: [propext, Classical.choice, Quot.sound]
'CoupledAngularMomenta.total_square' depends on axioms: [propext, Classical.choice, Quot.sound]
'CoupledAngularMomenta.individual_square_commute' depends on axioms: [propext, Classical.choice, Quot.sound]
'CoupledAngularMomenta.add_isAngularMomentum_iff' depends on axioms: [propext, Classical.choice, Quot.sound]
```

## How the proofs follow the algebra

**Commutators.** `total_commutator` expands the products with `Finset.sum_mul_sum`. It then exchanges the summations in the second double sum, so that the two can be subtracted term by term. `Finset.sum_eq_single` keeps the term with equal indices, and `hc` removes the others. `total_isAngularMomentum` inserts the relation for each triple and takes the factor $\mathrm i$ out of the sum.

**The square.** In `total_square`, the step `expand` produces the double sum of scalar products. The step `split` writes each term as three conditional terms, for $i=j$, $i<j$ and $j<i$; in the last case it uses `hc` to reverse the scalar product. Then `diag` evaluates the diagonal part, and `swap` shows that the two off-diagonal sums are equal by exchanging the summation indices.

**Individual squares.** The auxiliary statement `key` inside `square_commute` is the cancellation computed above for $[\mathbf K^2,K_0]$, written for three elements `x`, `y`, `z`. The tactic `noncomm_ring` checks the commutator expansion without reordering factors. After the relations are inserted, `abel` cancels the remaining terms. Applying `key` to the three cyclic orderings covers all components. `individual_square_commute` separates the cases $k=i$ and $k\neq i$, then passes from the components of the total to its square.

**The criterion.** In `add_isAngularMomentum_iff`, the equation `e` is the displayed identity for $\mathbf K+\mathbf L$: the defect in the angular momentum relation equals the sum of mixed commutators. One side is therefore zero exactly when the other is.

**The two spins.** `spinHalf_isAngularMomentum` checks the three matrix relations entry by entry. `twoSpins_witness` rests on the rule $(P\otimes Q)(R\otimes T)=PR\otimes QT$. It makes both orders of $S_a\otimes1$ and $1\otimes S_b$ equal to $S_a\otimes S_b$, and it carries the one-spin relations over to each factor.
